# A bilinear interpolant with a nonzero \(xy\) term has exactly one critical point in the plane, a saddle

## Why does my critical-point search never find a band minimum?

I refine a two-dimensional band from a coarse k-mesh by bilinear interpolation, then search each cell for points where the gradient vanishes, to locate the van Hove singularities in the density of states. The search finds saddles in some cells. It has never found a minimum or a maximum inside a cell, even in one where I know the original band has its minimum. Is the search broken, or is the interpolation doing this? And can I tell from the four corner energies alone which cells are worth searching?

## The interpolation does it, and four comparisons pick out the cells

Your search is behaving as it should. Unless the coefficient of \(xy\) vanishes, the interpolant has no local extremum in the interior of a cell, and the one critical point of its formula lies there exactly when both energies on one diagonal exceed both on the other.

### Solving for the critical point

Let \(x\) and \(y\) run from 0 to 1 across the cell, and let \(f_{00}, f_{10}, f_{01}, f_{11}\) be the energies at the corners \((0,0), (1,0), (0,1), (1,1)\). The interpolant is

\[
E(x,y)=f_{00}(1-x)(1-y)+f_{10}\,x(1-y)+f_{01}(1-x)y+f_{11}\,xy .
\]

Multiplying out, with \(D=f_{00}+f_{11}-f_{01}-f_{10}\), gives

\[
E(x,y)=f_{00}+(f_{10}-f_{00})x+(f_{01}-f_{00})y+D\,xy .
\]

The partial derivatives are therefore

\[
E_x=f_{10}-f_{00}+D\,y,\qquad E_y=f_{01}-f_{00}+D\,x .
\]

For \(D\neq0\) they vanish together at exactly one point of the plane:

\[
x=\frac{f_{00}-f_{01}}{D},\qquad y=\frac{f_{00}-f_{10}}{D}.
\]

**Is it inside the cell?** The distances to the far edges are

\[
1-x=\frac{f_{11}-f_{10}}{D},\qquad 1-y=\frac{f_{11}-f_{01}}{D}.
\]

The point is in the open square exactly when \(x\), \(y\), \(1-x\) and \(1-y\) are all positive, so the four numerators must all have the sign of \(D\). If \(D>0\), this says that \(f_{00}\) and \(f_{11}\) both exceed \(f_{01}\) and \(f_{10}\). If \(D<0\), it says the reverse. Conversely, if one diagonal dominates, the four numerators share a sign, and \(D=(f_{00}-f_{01})+(f_{11}-f_{10})\) has that sign too.

**What is its energy?** Expanding both sides confirms the identity

\[
D\,E(x,y)=f_{00}f_{11}-f_{01}f_{10}+E_x(x,y)\,E_y(x,y),
\]

which holds at every point. At the critical point the last term is zero, so \(E=(f_{00}f_{11}-f_{01}f_{10})/D\).

**What kind of point is it?** Displace the critical point by \((s,t)\):

\[
E(x+s,y+t)=E(x,y)+s\,E_x+t\,E_y+D\,st=E(x,y)+D\,st .
\]

With \(s=t=\delta\) the energy changes by \(D\delta^2\), and with \(s=-t=\delta\) it changes by \(-D\delta^2\). One of these is positive and the other negative for every \(\delta\neq0\), so the point is a saddle. A local extremum anywhere in the plane would have vanishing partial derivatives, hence would be this saddle, which is impossible.

For a single band interpolated bilinearly on a two-dimensional mesh, cell interiors with \(D\neq0\) can thus supply the saddle-type van Hove points of the density of states, but not the band edges.

### Equal corners, and your missing minimum

Some condition is needed to exclude the flat cell. If all four corners have the same energy \(e\), then \(D=0\) and \(E\) is constant. Every point is critical and none is a saddle, although neither diagonal dominates. This is the only exception: if \(D=0\) and the corners are not all equal, \(E\) is a tilted plane with no critical point, and again neither diagonal dominates.

Your minimum can disappear in just this way. The band \((x-a)^2+(y-b)^2\) has its minimum at \((a,b)\), but its corner energies give \(D=0\) for every \(a\) and \(b\). The interpolant is flat if the minimum is at the centre of the cell and a tilted plane otherwise.

### What the Lean statements say

`Corners` holds four arbitrary real numbers. They may be energies of one band or, for optical transitions, differences between a conduction and a valence band. `energy c x y` is \(E(x,y)\) and `twist c` is \(D\), with the first index of each corner belonging to \(x\).

`IsCritical c x y` says that \(E\) has derivative 0 at the point along each coordinate line. `IsSaddle c x y` adds that, for every \(\varepsilon>0\), there are points with strictly lower and strictly higher energy whose coordinates each differ from \(x\) and \(y\) by less than \(\varepsilon\). `DiagonalDominates c` lists four strict inequalities for either choice of the higher diagonal.

The main theorem, `critical_point_classification`, assumes `twist c ≠ 0`. Its first part is the equivalence between a critical point in the open square (`Ioo (0 : ℝ) 1` in each coordinate) and a dominant diagonal. Its second part gives the energy and the saddle property for every critical point in the plane, inside the cell or not. Under the same hypothesis, `not_isLocalExtr` excludes local minima and maxima everywhere in the plane, including non-strict ones. The flat cell is the subject of `flat_band`.

All this concerns the formula of one cell, continued over the plane. It does not say how well the formula follows the true band, and it does not treat the kinks where neighbouring cells meet. The interpolated band can still have a minimum at a mesh node, so that is where to look for band edges on the interpolated surface.

```lean
import Mathlib

open Set Filter Topology

namespace BilinearBandCriticalPoint

/-- Band energies at the corners (0,0), (1,0), (0,1) and (1,1) of the unit square. -/
structure Corners where
  f00 : ℝ
  f10 : ℝ
  f01 : ℝ
  f11 : ℝ

/-- The bilinear interpolation of the corner energies. -/
def energy (c : Corners) (x y : ℝ) : ℝ :=
  c.f00 * (1 - x) * (1 - y) + c.f10 * x * (1 - y) + c.f01 * (1 - x) * y + c.f11 * x * y

/-- The combination D = f00 + f11 - f01 - f10, the coefficient of xy in the interpolation. -/
def twist (c : Corners) : ℝ := c.f00 + c.f11 - c.f01 - c.f10

/-- A critical point: both partial derivatives of the interpolated energy vanish. -/
def IsCritical (c : Corners) (x y : ℝ) : Prop :=
  HasDerivAt (fun s => energy c s y) 0 x ∧ HasDerivAt (fun t => energy c x t) 0 y

/-- A saddle: a critical point with strictly lower and strictly higher energies
arbitrarily close to it. -/
def IsSaddle (c : Corners) (x y : ℝ) : Prop :=
  IsCritical c x y ∧ ∀ ε > 0,
    (∃ x' y', |x' - x| < ε ∧ |y' - y| < ε ∧ energy c x' y' < energy c x y) ∧
    (∃ x' y', |x' - x| < ε ∧ |y' - y| < ε ∧ energy c x y < energy c x' y')

/-- Both energies on one diagonal of the square exceed both energies on the other. -/
def DiagonalDominates (c : Corners) : Prop :=
  (c.f01 < c.f00 ∧ c.f10 < c.f00 ∧ c.f01 < c.f11 ∧ c.f10 < c.f11) ∨
  (c.f00 < c.f01 ∧ c.f00 < c.f10 ∧ c.f11 < c.f01 ∧ c.f11 < c.f10)

/-- The two partial derivatives of the interpolated energy. -/
theorem hasDerivAt_energy (c : Corners) (x y : ℝ) :
    HasDerivAt (fun s => energy c s y) (c.f10 - c.f00 + twist c * y) x ∧
    HasDerivAt (fun t => energy c x t) (c.f01 - c.f00 + twist c * x) y := by
  -- along each coordinate line the energy is an affine function
  have hx : (fun s => energy c s y) =
      fun s => energy c 0 y + (c.f10 - c.f00 + twist c * y) * s := by
    funext s
    simp only [energy, twist]
    ring
  have hy : (fun t => energy c x t) =
      fun t => energy c x 0 + (c.f01 - c.f00 + twist c * x) * t := by
    funext t
    simp only [energy, twist]
    ring
  rw [hx, hy]
  exact ⟨(((hasDerivAt_id' x).const_mul _).const_add _).congr_deriv (mul_one _),
    (((hasDerivAt_id' y).const_mul _).const_add _).congr_deriv (mul_one _)⟩

/-- A point is critical exactly when it solves two linear equations. -/
theorem isCritical_iff_gradient (c : Corners) (x y : ℝ) :
    IsCritical c x y ↔
      c.f10 - c.f00 + twist c * y = 0 ∧ c.f01 - c.f00 + twist c * x = 0 := by
  obtain ⟨hx, hy⟩ := hasDerivAt_energy c x y
  constructor
  · rintro ⟨h1, h2⟩
    exact ⟨hx.unique h1, hy.unique h2⟩
  · rintro ⟨h1, h2⟩
    exact ⟨hx.congr_deriv h1, hy.congr_deriv h2⟩

/-- If D is nonzero, the plane has exactly one critical point, at the position given here. -/
theorem isCritical_iff_position (c : Corners) (hD : twist c ≠ 0) (x y : ℝ) :
    IsCritical c x y ↔
      x = (c.f00 - c.f01) / twist c ∧ y = (c.f00 - c.f10) / twist c := by
  rw [isCritical_iff_gradient, eq_div_iff hD, eq_div_iff hD]
  constructor
  · rintro ⟨h1, h2⟩
    exact ⟨by linarith, by linarith⟩
  · rintro ⟨h1, h2⟩
    exact ⟨by linarith, by linarith⟩

/-- Around a critical point the energy changes by exactly D s t under a displacement (s, t). -/
theorem energy_expansion (c : Corners) {x y : ℝ} (h : IsCritical c x y) (s t : ℝ) :
    energy c (x + s) (y + t) = energy c x y + twist c * (s * t) := by
  obtain ⟨g1, g2⟩ := (isCritical_iff_gradient c x y).1 h
  simp only [energy, twist] at *
  linear_combination s * g1 + t * g2

/-- If D is nonzero, every critical point is a saddle. -/
theorem isSaddle_of_isCritical (c : Corners) (hD : twist c ≠ 0) {x y : ℝ}
    (h : IsCritical c x y) : IsSaddle c x y := by
  refine ⟨h, fun ε hε => ?_⟩
  have hd : 0 < ε / 2 := by linarith
  have hdd : 0 < ε / 2 * (ε / 2) := mul_pos hd hd
  have near (z : ℝ) : |z + ε / 2 - z| < ε := by
    rw [add_sub_cancel_left, abs_of_pos hd]
    linarith
  have near' (z : ℝ) : |z + -(ε / 2) - z| < ε := by
    rw [add_sub_cancel_left, abs_neg, abs_of_pos hd]
    linarith
  -- the energy changes with opposite signs along the two diagonal directions
  have e1 := energy_expansion c h (ε / 2) (ε / 2)
  have e2 := energy_expansion c h (ε / 2) (-(ε / 2))
  rw [mul_neg, mul_neg] at e2
  rcases lt_or_gt_of_ne hD with hn | hp
  · have hm := mul_neg_of_neg_of_pos hn hdd
    exact ⟨⟨_, _, near x, near y, by linarith⟩, ⟨_, _, near x, near' y, by linarith⟩⟩
  · have hm := mul_pos hp hdd
    exact ⟨⟨_, _, near x, near' y, by linarith⟩, ⟨_, _, near x, near y, by linarith⟩⟩

/-- If D is nonzero, the interpolated energy has no local minimum or maximum in the plane. -/
theorem not_isLocalExtr (c : Corners) (hD : twist c ≠ 0) (x y : ℝ) :
    ¬ IsLocalExtr (fun p : ℝ × ℝ => energy c p.1 p.2) (x, y) := by
  intro h
  have tx : Tendsto (fun s : ℝ => (s, y)) (𝓝 x) (𝓝 (x, y)) :=
    (by fun_prop : Continuous fun s : ℝ => (s, y)).tendsto x
  have ty : Tendsto (fun t : ℝ => (x, t)) (𝓝 y) (𝓝 (x, y)) :=
    (by fun_prop : Continuous fun t : ℝ => (x, t)).tendsto y
  obtain ⟨dx, dy⟩ := hasDerivAt_energy c x y
  -- an extremum in the plane is an extremum along both coordinate lines
  have hc : IsCritical c x y := by
    rw [isCritical_iff_gradient]
    rcases h with h | h
    · have hx := tx.eventually h
      have hy := ty.eventually h
      have mx : IsLocalMin (fun s => energy c s y) x := hx
      have my : IsLocalMin (fun t => energy c x t) y := hy
      exact ⟨mx.hasDerivAt_eq_zero dx, my.hasDerivAt_eq_zero dy⟩
    · have hx := tx.eventually h
      have hy := ty.eventually h
      have mx : IsLocalMax (fun s => energy c s y) x := hx
      have my : IsLocalMax (fun t => energy c x t) y := hy
      exact ⟨mx.hasDerivAt_eq_zero dx, my.hasDerivAt_eq_zero dy⟩
  have hs := (isSaddle_of_isCritical c hD hc).2
  rcases h with h | h
  · obtain ⟨ε, hε, hb⟩ := Metric.eventually_nhds_iff.1 h
    obtain ⟨x', y', h1, h2, h3⟩ := (hs ε hε).1
    have hdist : dist (x', y') (x, y) < ε := by
      rw [Prod.dist_eq, Real.dist_eq, Real.dist_eq]
      exact max_lt h1 h2
    exact not_le_of_gt h3 (hb hdist)
  · obtain ⟨ε, hε, hb⟩ := Metric.eventually_nhds_iff.1 h
    obtain ⟨x', y', h1, h2, h3⟩ := (hs ε hε).2
    have hdist : dist (x', y') (x, y) < ε := by
      rw [Prod.dist_eq, Real.dist_eq, Real.dist_eq]
      exact max_lt h1 h2
    exact not_le_of_gt h3 (hb hdist)

/-- For nonzero D, a critical point lies in the open square iff both energies on one diagonal exceed
both on the other. Also for nonzero D, every critical point in the plane is a saddle of energy (f00
f11 - f01 f10)/D. -/
theorem critical_point_classification (c : Corners) (hD : twist c ≠ 0) :
    ((∃ x ∈ Ioo (0 : ℝ) 1, ∃ y ∈ Ioo (0 : ℝ) 1, IsCritical c x y) ↔ DiagonalDominates c) ∧
    ∀ x y, IsCritical c x y →
      energy c x y = (c.f00 * c.f11 - c.f01 * c.f10) / twist c ∧ IsSaddle c x y := by
  have hT : twist c = c.f00 + c.f11 - c.f01 - c.f10 := rfl
  refine ⟨⟨?_, ?_⟩, ?_⟩
  · rintro ⟨x, ⟨hx0, hx1⟩, y, ⟨hy0, hy1⟩, h⟩
    obtain ⟨g1, g2⟩ := (isCritical_iff_gradient c x y).1 h
    -- the four edge differences are D x, D y, D (1 - x) and D (1 - y)
    rcases lt_or_gt_of_ne hD with hn | hp
    · have a1 := mul_neg_of_neg_of_pos hn hx0
      have a2 := mul_neg_of_neg_of_pos hn hy0
      have a3 := mul_neg_of_neg_of_pos hn (sub_pos.2 hx1)
      have a4 := mul_neg_of_neg_of_pos hn (sub_pos.2 hy1)
      exact Or.inr ⟨by linarith, by linarith, by linarith, by linarith⟩
    · have a1 := mul_pos hp hx0
      have a2 := mul_pos hp hy0
      have a3 := mul_pos hp (sub_pos.2 hx1)
      have a4 := mul_pos hp (sub_pos.2 hy1)
      exact Or.inl ⟨by linarith, by linarith, by linarith, by linarith⟩
  · intro h
    have hc : IsCritical c ((c.f00 - c.f01) / twist c) ((c.f00 - c.f10) / twist c) :=
      (isCritical_iff_position c hD _ _).2 ⟨rfl, rfl⟩
    rcases h with ⟨h1, h2, h3, h4⟩ | ⟨h1, h2, h3, h4⟩
    · have hp : 0 < twist c := by linarith
      exact ⟨_, ⟨div_pos (by linarith) hp, (div_lt_one hp).2 (by linarith)⟩,
        _, ⟨div_pos (by linarith) hp, (div_lt_one hp).2 (by linarith)⟩, hc⟩
    · have hn : twist c < 0 := by linarith
      exact ⟨_, ⟨div_pos_of_neg_of_neg (by linarith) hn, (div_lt_one_of_neg hn).2 (by linarith)⟩,
        _, ⟨div_pos_of_neg_of_neg (by linarith) hn, (div_lt_one_of_neg hn).2 (by linarith)⟩, hc⟩
  · intro x y h
    refine ⟨?_, isSaddle_of_isCritical c hD h⟩
    obtain ⟨g1, g2⟩ := (isCritical_iff_gradient c x y).1 h
    rw [eq_div_iff hD]
    simp only [energy, twist] at *
    linear_combination (c.f01 - c.f00 + (c.f00 + c.f11 - c.f01 - c.f10) * x) * g1


/-- Four equal corner energies give D = 0: every point is critical, yet neither diagonal
dominates the other. -/
theorem flat_band (e : ℝ) :
    twist ⟨e, e, e, e⟩ = 0 ∧ (∀ x y, IsCritical ⟨e, e, e, e⟩ x y) ∧
      ¬ DiagonalDominates ⟨e, e, e, e⟩ := by
  have h0 : twist ⟨e, e, e, e⟩ = 0 := by
    simp only [twist]
    ring
  refine ⟨h0, fun x y => ?_, ?_⟩
  · rw [isCritical_iff_gradient, h0]
    constructor <;> ring
  · rintro (h | h)
    · exact lt_irrefl _ h.1
    · exact lt_irrefl _ h.1

end BilinearBandCriticalPoint
```

```lean
#print axioms BilinearBandCriticalPoint.not_isLocalExtr
#print axioms BilinearBandCriticalPoint.critical_point_classification
#print axioms BilinearBandCriticalPoint.flat_band
```

```
'BilinearBandCriticalPoint.not_isLocalExtr' depends on axioms: [propext, Classical.choice, Quot.sound]
'BilinearBandCriticalPoint.critical_point_classification' depends on axioms: [propext, Classical.choice, Quot.sound]
'BilinearBandCriticalPoint.flat_band' depends on axioms: [propext, Classical.choice, Quot.sound]
```

### From the derivatives to the classification

`hasDerivAt_energy` computes \(E_x\) and \(E_y\) by rewriting the energy along each coordinate line as a constant plus a slope times the coordinate. Since a derivative is unique, `isCritical_iff_gradient` turns criticality into the two linear equations \(E_x=0\) and \(E_y=0\). `isCritical_iff_position` solves them: `eq_div_iff` clears the denominator \(D\), and `linarith` does the rearrangement.

`energy_expansion` is the displacement formula. Its `linear_combination s * g1 + t * g2` removes the terms \(s\,E_x+t\,E_y\), because `g1` and `g2` say that these derivatives vanish. `isSaddle_of_isCritical` then takes \(\delta=\varepsilon/2\) in the two diagonal directions. The sign of \(D\) decides which direction gives the lower energy and which the higher, hence the case split.

In `not_isLocalExtr`, a supposed extremum in the plane is first restricted to the two coordinate lines, where it is still an extremum, so both partial derivatives vanish. The point is then a saddle. The supposed extremum comes with a neighbourhood of some radius \(\varepsilon\), and the saddle property supplies a point in it with energy on the wrong side. The distance on `ℝ × ℝ` is the larger of the two coordinate distances, which matches the square neighbourhoods in `IsSaddle`.

The proof of the main theorem takes the saddle property from `isSaddle_of_isCritical` and has three further steps:

- **From an interior point to a dominant diagonal.** The proof multiplies \(D\) by the positive numbers \(x\), \(y\), \(1-x\) and \(1-y\). By the gradient equations these products are the four energy differences found above, so their signs give the inequalities.
- **From a dominant diagonal to an interior point.** The proof takes the explicit position, reads off the sign of \(D\) from the inequalities, and checks that both quotients lie strictly between 0 and 1.
- **The energy.** After clearing \(D\), the last `linear_combination` multiplies the equation \(E_x=0\) by \(E_y\), which is the identity for \(D\,E\) used in the derivation.

For your search, this means comparing the corners first. In a cell with \(D\neq0\) and no dominant diagonal there is nothing inside to find; where one diagonal dominates, the closed formulas give the position and energy of the saddle without any iteration.
